# Concavity of the relaxed energy for a functional affine in one occupation, and the frozen-configuration bound on the ionisation energy

Let $F(f,y)$ be an energy that depends on the occupation $f\in[0,1]$ of one orbital and on a configuration $y$, affine in $f$ at every fixed $y$, and let $E(f)$ be its minimum over $y$, assumed to be attained for every $f$. Then $E$ is concave on $[0,1]$, and the relaxed ionisation energy $E(0)-E(1)$ is at most the frozen one, $F(0,y_1)-F(1,y_1)$, for every configuration $y_1$ that minimises $F(1,\cdot)$.

In Lean 4 with Mathlib:

```lean
import Mathlib

open Set

namespace KoopmansRelaxation

variable {Y : Type*}

/-- At every frozen configuration `y` the energy functional interpolates linearly in the
occupation `f ∈ [0,1]` between its values at `f = 0` and `f = 1`. -/
def AffineInOcc (F : ℝ → Y → ℝ) : Prop :=
  ∀ y, ∀ f ∈ Icc (0 : ℝ) 1, F f y = (1 - f) * F 0 y + f * F 1 y

/-- For each occupation `f ∈ S`, `E f` is the attained minimum of `F f y` over all
configurations `y`. -/
def IsRelaxedEnergy {V : Type*} (F : V → Y → ℝ) (S : Set V) (E : V → ℝ) : Prop :=
  ∀ f ∈ S, IsLeast (range (F f)) (E f)

/-- The configuration `y` minimises the functional at occupation `f`. -/
def IsOptimal {V : Type*} (F : V → Y → ℝ) (f : V) (y : Y) : Prop :=
  ∀ y', F f y ≤ F f y'

/-- Relaxed ionisation energy: energy of the emptied minus that of the filled orbital. -/
def relaxedIP (E : ℝ → ℝ) : ℝ := E 0 - E 1

/-- Frozen ionisation energy: the orbital is emptied at fixed configuration `y`. -/
def frozenIP (F : ℝ → Y → ℝ) (y : Y) : ℝ := F 0 y - F 1 y

/-- The relaxed energy lies below the functional at any configuration, and equals it exactly
when the configuration is optimal. -/
theorem relaxed_le {V : Type*} {F : V → Y → ℝ} {S : Set V} {E : V → ℝ}
    (hE : IsRelaxedEnergy F S E) {f : V} (hf : f ∈ S) (y : Y) :
    E f ≤ F f y ∧ (E f = F f y ↔ IsOptimal F f y) := by
  have hle : ∀ y', E f ≤ F f y' := fun y' => (hE f hf).2 ⟨y', rfl⟩
  refine ⟨hle y, fun h y' => ?_, fun h => ?_⟩
  · have h1 := hle y'
    linarith
  · obtain ⟨y', hy'⟩ := (hE f hf).1
    have h1 := h y'
    have h2 := hle y
    linarith

/-- For occupations in any real vector space: if the functional is concave in the occupations
on `S` at every frozen configuration, the relaxed energy is concave on `S`. -/
theorem relaxed_concave {V : Type*} [AddCommGroup V] [Module ℝ V] {F : V → Y → ℝ}
    {S : Set V} {E : V → ℝ} (hF : ∀ y, ConcaveOn ℝ S (fun f => F f y))
    (hE : IsRelaxedEnergy F S E) : ConcaveOn ℝ S E := by
  have hS : Convex ℝ S := fun x hx => by
    obtain ⟨y, -⟩ := (hE x hx).1
    exact (hF y).1 hx
  refine ⟨hS, fun x hx z hz a b ha hb hab => ?_⟩
  -- take the optimum at the mixed occupation and use it as a trial state at both ends
  obtain ⟨y, hy⟩ := (hE _ (hS hx hz ha hb hab)).1
  have h1 := (hF y).2 hx hz ha hb hab
  have h2 := mul_le_mul_of_nonneg_left (relaxed_le hE hx y).1 ha
  have h3 := mul_le_mul_of_nonneg_left (relaxed_le hE hz y).1 hb
  simp only [smul_eq_mul] at h1 ⊢
  linarith

/-- A functional affine in the occupation is concave on `[0,1]` at frozen configuration. -/
theorem AffineInOcc.concaveOn {F : ℝ → Y → ℝ} (hF : AffineInOcc F) (y : Y) :
    ConcaveOn ℝ (Icc (0 : ℝ) 1) (fun f => F f y) := by
  refine ⟨convex_Icc 0 1, fun x hx z hz a b ha hb hab => ?_⟩
  have hm := convex_Icc (0 : ℝ) 1 hx hz ha hb hab
  simp only [smul_eq_mul] at hm ⊢
  have h1 := hF y x hx
  have h2 := hF y z hz
  have h3 := hF y _ hm
  apply le_of_eq
  linear_combination a * h1 + b * h2 - h3 + F 0 y * hab

/-- For a functional affine in the occupation, the relaxed energy is concave on `[0,1]`, and
the relaxed ionisation energy is at most the frozen one at any configuration optimal at
`f = 1`. -/
theorem relaxation_lowers_IP {F : ℝ → Y → ℝ} {E : ℝ → ℝ} (hF : AffineInOcc F)
    (hE : IsRelaxedEnergy F (Icc 0 1) E) :
    ConcaveOn ℝ (Icc (0 : ℝ) 1) E ∧
      ∀ y₁, IsOptimal F 1 y₁ → relaxedIP E ≤ frozenIP F y₁ := by
  refine ⟨relaxed_concave hF.concaveOn hE, fun y₁ h₁ => ?_⟩
  -- `y₁` is exact for the filled orbital and a trial state for the emptied one
  have h0 := (relaxed_le hE (left_mem_Icc.2 zero_le_one) y₁).1
  have h1 := (relaxed_le hE (right_mem_Icc.2 zero_le_one) y₁).2.2 h₁
  unfold relaxedIP frozenIP
  linarith

/-- The frozen ionisation energy at a configuration optimal at `f = 0` is at most the relaxed
ionisation energy. -/
theorem frozenIP_le_relaxedIP {F : ℝ → Y → ℝ} {E : ℝ → ℝ}
    (hE : IsRelaxedEnergy F (Icc 0 1) E) {y₀ : Y} (h₀ : IsOptimal F 0 y₀) :
    frozenIP F y₀ ≤ relaxedIP E := by
  have h0 := (relaxed_le hE (left_mem_Icc.2 zero_le_one) y₀).2.2 h₀
  have h1 := (relaxed_le hE (right_mem_Icc.2 zero_le_one) y₀).1
  unfold relaxedIP frozenIP
  linarith

/-- For `y₁` optimal at `f = 1`, relaxed and frozen ionisation energies agree exactly when
`y₁` is also optimal at `f = 0`. -/
theorem relaxedIP_eq_frozenIP_iff {F : ℝ → Y → ℝ} {E : ℝ → ℝ}
    (hE : IsRelaxedEnergy F (Icc 0 1) E) {y₁ : Y} (h₁ : IsOptimal F 1 y₁) :
    relaxedIP E = frozenIP F y₁ ↔ IsOptimal F 0 y₁ := by
  have h1 := (relaxed_le hE (right_mem_Icc.2 zero_le_one) y₁).2.2 h₁
  rw [← (relaxed_le hE (left_mem_Icc.2 zero_le_one) y₁).2]
  unfold relaxedIP frozenIP
  constructor <;> intro h <;> linarith

/-- For a functional affine in the occupation, the relaxed energy is the straight line between
`E 0` and `E 1` exactly when one configuration is optimal at both `f = 0` and `f = 1`. -/
theorem relaxed_linear_iff {F : ℝ → Y → ℝ} {E : ℝ → ℝ} (hF : AffineInOcc F)
    (hE : IsRelaxedEnergy F (Icc 0 1) E) :
    (∀ f ∈ Icc (0 : ℝ) 1, E f = (1 - f) * E 0 + f * E 1) ↔
      ∃ y, IsOptimal F 0 y ∧ IsOptimal F 1 y := by
  have m0 : (0 : ℝ) ∈ Icc (0 : ℝ) 1 := left_mem_Icc.2 zero_le_one
  have m1 : (1 : ℝ) ∈ Icc (0 : ℝ) 1 := right_mem_Icc.2 zero_le_one
  constructor
  · intro h
    -- the optimum at half filling must saturate both end-point bounds
    have mh : (1 / 2 : ℝ) ∈ Icc (0 : ℝ) 1 := ⟨by norm_num, by norm_num⟩
    obtain ⟨y, hy⟩ := (hE _ mh).1
    have a1 := h _ mh
    have a2 := hF y _ mh
    have b0 := relaxed_le hE m0 y
    have b1 := relaxed_le hE m1 y
    exact ⟨y, b0.2.1 (by linarith [b0.1, b1.1]), b1.2.1 (by linarith [b0.1, b1.1])⟩
  · rintro ⟨y, h0, h1⟩ f hf
    have e0 := (relaxed_le hE m0 y).2.2 h0
    have e1 := (relaxed_le hE m1 y).2.2 h1
    -- upper bound from the common optimum, lower bound from the optimum at `f`
    have up := (relaxed_le hE hf y).1
    have a1 := hF y f hf
    obtain ⟨y', hy'⟩ := (hE f hf).1
    have a2 := hF y' f hf
    have c0 := mul_le_mul_of_nonneg_left (h0 y') (sub_nonneg.2 hf.2)
    have c1 := mul_le_mul_of_nonneg_left (h1 y') hf.1
    rw [e0, e1]
    linarith

/-- For a functional affine in the occupation, at an occupation strictly between 0 and 1 where the
relaxed energy is differentiable, its slope is minus the frozen ionisation energy at any
configuration optimal there. -/
theorem slope_eq_neg_frozenIP {F : ℝ → Y → ℝ} {E : ℝ → ℝ} (hF : AffineInOcc F)
    (hE : IsRelaxedEnergy F (Icc 0 1) E) {f d : ℝ} (hf : f ∈ Ioo (0 : ℝ) 1)
    (hd : HasDerivAt E d f) {y : Y} (hy : IsOptimal F f y) : d = -frozenIP F y := by
  have hf' : f ∈ Icc (0 : ℝ) 1 := ⟨hf.1.le, hf.2.le⟩
  have hl : HasDerivAt (fun t : ℝ => F 0 y + t * (F 1 y - F 0 y)) (F 1 y - F 0 y) f :=
    (((hasDerivAt_id' f).mul_const (F 1 y - F 0 y)).const_add (F 0 y)).congr_deriv (one_mul _)
  -- the gap between the frozen line and the relaxed curve is minimal (zero) at `f`
  have hmin : IsLocalMin (fun t : ℝ => F 0 y + t * (F 1 y - F 0 y) - E t) f := by
    filter_upwards [Icc_mem_nhds hf.1 hf.2] with t ht
    have a1 := (relaxed_le hE hf' y).2.2 hy
    have a2 := (relaxed_le hE ht y).1
    have a3 := hF y f hf'
    have a4 := hF y t ht
    show F 0 y + f * (F 1 y - F 0 y) - E f ≤ F 0 y + t * (F 1 y - F 0 y) - E t
    linarith
  have h0 := hmin.hasDerivAt_eq_zero (hl.fun_sub hd)
  unfold frozenIP
  linarith

/-- A level of energy `ε` whose hole `1 - f` couples with strength `g` to a harmonic
polarisation coordinate `y`. -/
def screenedLevel (ε g : ℝ) (f y : ℝ) : ℝ := ε * f + y ^ 2 - 2 * g * (1 - f) * y

/-- The screened level is affine in `f`, has relaxed energy `ε f - g² (1 - f)²`, is optimal at
`y = 0` for `f = 1`, and its relaxed ionisation energy is the frozen one minus `g²`. -/
theorem screenedLevel_witness (ε g : ℝ) :
    AffineInOcc (screenedLevel ε g) ∧
      IsRelaxedEnergy (screenedLevel ε g) (Icc 0 1) (fun f => ε * f - g ^ 2 * (1 - f) ^ 2) ∧
      IsOptimal (screenedLevel ε g) 1 0 ∧
      relaxedIP (fun f => ε * f - g ^ 2 * (1 - f) ^ 2)
        = frozenIP (screenedLevel ε g) 0 - g ^ 2 := by
  refine ⟨fun y f _ => ?_, fun f _ => ⟨⟨g * (1 - f), ?_⟩, ?_⟩, fun y => ?_, ?_⟩
  · unfold screenedLevel
    ring
  · simp only [screenedLevel]
    ring
  · rintro _ ⟨y, rfl⟩
    simp only [screenedLevel]
    nlinarith [sq_nonneg (y - g * (1 - f))]
  · unfold screenedLevel
    nlinarith [sq_nonneg y]
  · simp only [relaxedIP, frozenIP, screenedLevel]
    ring

end KoopmansRelaxation
```

```lean
#print axioms KoopmansRelaxation.relaxation_lowers_IP
#print axioms KoopmansRelaxation.relaxedIP_eq_frozenIP_iff
#print axioms KoopmansRelaxation.relaxed_linear_iff
#print axioms KoopmansRelaxation.slope_eq_neg_frozenIP
```

```
'KoopmansRelaxation.relaxation_lowers_IP' depends on axioms: [propext, Classical.choice, Quot.sound]
'KoopmansRelaxation.relaxedIP_eq_frozenIP_iff' depends on axioms: [propext, Classical.choice, Quot.sound]
'KoopmansRelaxation.relaxed_linear_iff' depends on axioms: [propext, Classical.choice, Quot.sound]
'KoopmansRelaxation.slope_eq_neg_frozenIP' depends on axioms: [propext, Classical.choice, Quot.sound]
```

## Occupation, configuration and the two ionisation energies

The occupation is a real number, with $f=1$ the neutral system and $f=0$ the ion. The type `Y` holds the configurations, meaning whatever can respond when the occupation changes: orbitals, a density, a polarisation coordinate. It carries no topology, norm or linear structure, and `F f y` is simply the real number $F(f,y)$.

`AffineInOcc F` says that for every $y$ and every $f\in[0,1]$,
$$F(f,y)=(1-f)\,F(0,y)+f\,F(1,y).$$
Physically this is the absence of curvature in the occupation while the configuration is held fixed: a fraction of an electron in the orbital does not interact with itself. `IsRelaxedEnergy F S E` says that for each $f$ in a set $S$ of occupations, $E(f)$ is the least element of $\{F(f,y)\}$ as $y$ runs over `Y`. The predicate `IsLeast` has two parts, that $E(f)$ is a value taken by $F(f,\cdot)$ and that it is a lower bound, so the existence of a global minimiser at every occupation is a hypothesis. It stands for the existence of a self-consistent ground state at each fractional charge. Outside $S$ the function $E$ is unconstrained. `IsOptimal F f y` says $F(f,y)\le F(f,y')$ for all $y'$, and uniqueness is nowhere required.

The ionisation energies are
$$I_{\rm rel}=E(0)-E(1),\qquad I_{\rm fr}(y)=F(0,y)-F(1,y),$$
written `relaxedIP E` and `frozenIP F y`. The removed electron is assigned zero energy, so a bound electron has positive ionisation energy.

With these definitions `relaxation_lowers_IP` is the opening claim. In it, `ConcaveOn ℝ (Icc (0 : ℝ) 1) E` means that the interval is convex and that $aE(x)+bE(z)\le E(ax+bz)$ for $x,z\in[0,1]$ and weights $a,b\ge0$ with $a+b=1$. The theorems after it add the following.

- `frozenIP_le_relaxedIP`: $I_{\rm fr}(y_0)\le I_{\rm rel}$ for $y_0$ optimal at $f=0$. The relaxed value is thus bracketed by the frozen values at the optimum of the ion and the optimum of the neutral system.
- `relaxedIP_eq_frozenIP_iff`: for $y_1$ optimal at $f=1$, $I_{\rm rel}=I_{\rm fr}(y_1)$ exactly when $y_1$ is also optimal at $f=0$.
- `relaxed_linear_iff`: $E(f)=(1-f)E(0)+fE(1)$ on all of $[0,1]$ exactly when some single configuration is optimal at both ends.
- `slope_eq_neg_frozenIP`: if $0<f<1$ and $E$ has derivative $d$ at $f$, then $d=-I_{\rm fr}(y)$ for every $y$ optimal at $f$.

The first two take no affinity hypothesis, because they involve only the end points. The inequality in the main theorem likewise never uses `hF`, which enters through the concavity alone.

## Relation to Hartree–Fock and to Koopmans-type corrections

The standard example of the affinity hypothesis is the Hartree–Fock energy expression with fixed orbitals. The occupation $f$ of one spin orbital multiplies its one-electron energy and its interaction with the other occupied orbitals, while the term in $f^2$ vanishes because the orbital's Coulomb and exchange self-interactions cancel. In that setting $I_{\rm fr}(y_1)$ is minus the diagonal Fock matrix element of the emptied orbital; when that orbital is canonical, that is, an eigenfunction of the Fock operator, this element is its orbital energy, which is the content of Koopmans' theorem. The file contains no orbitals, integrals or Fock operator. It assumes affinity and concerns what minimisation over $y$ does afterwards, so the identification with an orbital energy is background here, and the namespace name refers to the setting and not to that identification.

For a single varying occupation and globally attained minima, the result says that a correction which makes a functional linear in the occupation at frozen orbitals leaves the self-consistent energy concave, and straight only if one configuration is optimal for both charge states. Within the same restriction, the total-energy difference of two self-consistent calculations is no larger than the frozen estimate from the neutral system. Both quantities belong to the same functional $F$, so nothing follows about the exact ionisation energy, where correlation missing from $F$ also contributes. Because the minimum is global, an ion with a hole in an inner orbital, which is typically a stationary point but not the lowest one, is covered only if `Y` is restricted so that it becomes a minimum. Functionals that are convex but not affine in $f$ at some frozen $y$ fall outside the concavity statement. The end-point inequalities still hold for them: the lower one is stated without affinity, and the upper one, though stated inside the main theorem under `hF`, is proved without using it. The slope theorem has the form of Janak's relation between $dE/df$ and an orbital energy, with the frozen difference $F(1,y)-F(0,y)$ in place of an eigenvalue, with differentiability assumed, and with the end points excluded.

## The variational bound and the end-point inequalities

Everything rests on one observation. For $f\in S$ and any $y$,
$$E(f)\le F(f,y),\qquad E(f)=F(f,y)\iff y\text{ is optimal at }f.$$
The inequality is the lower-bound half of the definition. If $E(f)=F(f,y)$, then $F(f,y)=E(f)\le F(f,y')$ for all $y'$. Conversely, if $y$ is optimal and $y'$ attains the minimum, then $F(f,y)\le F(f,y')=E(f)\le F(f,y)$. This is `relaxed_le`: `hle` is the inequality, the first branch is the forward implication, and the second branch obtains $y'$ from the membership half of `IsLeast` and chains the inequalities with `linarith`.

Now take $y_1$ optimal at $f=1$. It is exact for the neutral system and a trial configuration for the ion:
$$E(1)=F(1,y_1),\qquad E(0)\le F(0,y_1).$$
Subtracting gives
$$I_{\rm fr}(y_1)-I_{\rm rel}=F(0,y_1)-E(0)\ge0 .$$
In `relaxation_lowers_IP` these two facts are `h1` and `h0`, and the subtraction is the closing `linarith`. The same identity shows that equality holds exactly when $E(0)=F(0,y_1)$, that is, when $y_1$ is optimal at $f=0$; `relaxedIP_eq_frozenIP_iff` rewrites optimality as this equation and settles both directions by linear arithmetic. Exchanging the roles of the ends, $E(0)=F(0,y_0)$ and $E(1)\le F(1,y_0)$ give $I_{\rm rel}-I_{\rm fr}(y_0)=F(1,y_0)-E(1)\ge0$, which is `frozenIP_le_relaxedIP`.

## A minimum of concave functions is concave

Let $x,z\in S$, let $a,b\ge0$ with $a+b=1$, and put $m=ax+bz$. Choose $y$ that attains the minimum at $m$. If $F(\cdot,y)$ is concave on $S$, then
$$E(m)=F(m,y)\ \ge\ aF(x,y)+bF(z,y)\ \ge\ aE(x)+bE(z),$$
where the last step uses $y$ as a trial configuration at both $x$ and $z$. Only sums and real multiples of occupations appear, so `relaxed_concave` is stated for occupations in any real vector space `V`, which includes several orbitals at once, provided that $F(\cdot,y)$ is concave in their occupations jointly. Being affine in each occupation separately is not enough, as the product $f_1f_2$ shows: it is convex along $f_1=f_2$. The main theorem uses the result with `V` the real line. In the code `hy` is the first equality, `h1` is the frozen concavity, and `h2` and `h3` are the variational bounds multiplied by the nonnegative weights. Convexity of $S$ is not a separate hypothesis: `hS` reads it off the concavity of $F(\cdot,y)$, using an attained minimum to supply some $y$.

It remains to see that affine slices are concave. For $x,z\in[0,1]$,
$$aF(x,y)+bF(z,y)=\big[(a+b)-m\big]F(0,y)+mF(1,y)=(1-m)F(0,y)+mF(1,y)=F(m,y).$$
In `AffineInOcc.concaveOn` the hypotheses `h1`, `h2`, `h3` are affinity at $x$, $z$ and $m$, and `linear_combination a * h1 + b * h2 - h3 + F 0 y * hab` is this computation, its last term being the replacement of $a+b$ by $1$. Feeding the result into `relaxed_concave` gives the first half of the main theorem.

## When the relaxed curve is a straight line

Suppose $E$ is the chord, and let $y$ attain the minimum at $f=\tfrac12$. Then
$$\tfrac12E(0)+\tfrac12E(1)=E(\tfrac12)=F(\tfrac12,y)=\tfrac12F(0,y)+\tfrac12F(1,y),$$
so $[F(0,y)-E(0)]+[F(1,y)-E(1)]=0$. Both brackets are nonnegative, hence both vanish, and $y$ is optimal at both ends. In `relaxed_linear_iff`, `a1` and `a2` of the first branch are the outer equalities, `b0` and `b1` supply the signs, and each `linarith` call extracts one vanishing bracket.

Conversely, let $y$ be optimal at both ends, so that $E(0)=F(0,y)$ and $E(1)=F(1,y)$ (`e0`, `e1`). From above, $E(f)\le F(f,y)=(1-f)E(0)+fE(1)$, which is `up` with `a1`. From below, take $y'$ attaining the minimum at $f$:
$$E(f)=(1-f)F(0,y')+fF(1,y')\ \ge\ (1-f)F(0,y)+fF(1,y).$$
The two weighted comparisons are `c0` and `c1`.

## The slope at an interior occupation

Let $y$ be optimal at $f\in(0,1)$ and define the gap between the frozen line and the relaxed curve as a function of the occupation $t$,
$$G(t)=F(0,y)+t\,[F(1,y)-F(0,y)]-E(t).$$
On $[0,1]$ affinity gives $G(t)=F(t,y)-E(t)\ge0$, and $G(f)=0$. Since $f$ is interior, $[0,1]$ is a neighbourhood of it and $G$ has a local minimum there. If $E'(f)=d$ exists, then $0=G'(f)=F(1,y)-F(0,y)-d$, so $d=-I_{\rm fr}(y)$. In `slope_eq_neg_frozenIP`, `hl` differentiates the line, `hmin` is the local minimum, with `filter_upwards` restricting attention to $t\in[0,1]$ through `Icc_mem_nhds`, and `h0` is the vanishing of $G'(f)$.

## A level screened by a harmonic coordinate

The definition `screenedLevel` gives a one-coordinate model with `Y` the real line,
$$F(f,y)=\varepsilon f+y^2-2g(1-f)\,y .$$
Here $\varepsilon$ is the energy of the level in the unpolarised surroundings, negative for a bound level. The term $y^2$ is the cost of polarising the surroundings, with $y$ scaled so that its coefficient is one, and $g$ is the linear coupling of the hole charge $1-f$ to the polarisation, so that $g^2$ is an energy. Since $F(0,y)=y^2-2gy$ and $F(1,y)=\varepsilon+y^2$, the function is affine in $f$. Completing the square,
$$F(f,y)=\varepsilon f-g^2(1-f)^2+\big[y-g(1-f)\big]^2,$$
so the minimum is $E(f)=\varepsilon f-g^2(1-f)^2$, attained at $y=g(1-f)$. At $f=1$ the optimum is $y=0$, with $I_{\rm fr}(0)=-\varepsilon$, while $I_{\rm rel}=-g^2-\varepsilon$. The theorem `screenedLevel_witness` states affinity, this relaxed energy, the optimality of $y=0$ at $f=1$, and $I_{\rm rel}=I_{\rm fr}(0)-g^2$, for all real $\varepsilon$ and $g$. The identities are closed by `ring`. The lower bound is `nlinarith [sq_nonneg (y - g * (1 - f))]`, whose hint is the completed square, and optimality at $f=1$ uses $y^2\ge0$. For $g\ne0$ the main inequality is therefore strict in this model.

## Vanishing coupling and two configurations

At $g=0$ the model has $E(f)=\varepsilon f$, the configuration $y=0$ is optimal at every occupation, and the two ionisation energies coincide at $-\varepsilon$, as the equality and linearity criteria require. A type `Y` with a single element behaves in the same way, since its one configuration is optimal everywhere.

The smallest case with any relaxation has two configurations, and the following example illustrates the theorems without being among them. Call the configurations $p$ and $q$ and set $F(f,p)=-f$ and $F(f,q)=-(1-f)$ in some unit of energy. Then $E(f)=\min(-f,\,f-1)$ equals $-1$ at both ends and $-\tfrac12$ at $f=\tfrac12$, above the chord. The optimum is $p$ at $f=1$ and $q$ at $f=0$, and the bracket reads $I_{\rm fr}(q)=-1\le I_{\rm rel}=0\le I_{\rm fr}(p)=1$. At $f=\tfrac12$ both configurations are optimal with different frozen values, so no single $d$ can equal both $-I_{\rm fr}(p)$ and $-I_{\rm fr}(q)$, and the curve has a kink at the point where the differentiability hypothesis of the slope theorem fails.
